# Exactly j+1 energies of a tuned sextic oscillator have eigenfunctions x^p q(x²) exp(−x⁴/4 − bx²/2) with deg q ≤ j, for p = 0 or 1

An energy counts here as a level when a wavefunction of a prescribed algebraic form solves the Schrödinger equation at every real $x$. No Hilbert space or operator domain enters, and the rest of the spectrum is left alone. Different polynomials with the same energy count once. The coefficient of $x^2$ in the potential is tuned to $j$ and $p$; the count is not claimed for other sextic potentials.

```lean
import Mathlib

open Polynomial
open scoped Matrix

namespace SexticOscillator

noncomputable section
```

Take units with $\hbar^2/2m=1$, a real $b$ and natural numbers $j,p$. The potential is
$$V(x)=x^6+2bx^4+(b^2-4j-3-2p)x^2 .$$
Its quadratic coefficient is tuned to $j$ and $p$, which will stop a polynomial of degree $j$ from being raised to degree $j+1$.

```lean
/-- The sextic potential `x⁶ + 2bx⁴ + (b² - 4j - 3 - 2p)x²`. -/
def potential (j p : ℕ) (b x : ℝ) : ℝ :=
  x ^ 6 + 2 * b * x ^ 4 + (b ^ 2 - 4 * j - 3 - 2 * p) * x ^ 2
```

The Hamiltonian is $H\psi=-\psi''+V\psi$, with Mathlib's `deriv` applied twice to a real function.

```lean
/-- The Hamiltonian `-d²/dx² + V` of the sextic oscillator. -/
def hamiltonian (j p : ℕ) (b : ℝ) (ψ : ℝ → ℝ) (x : ℝ) : ℝ :=
  -deriv (deriv ψ) x + potential j p b x * ψ x
```

The trial functions are $\psi=x^p\,q(x^2)\,g(x)$, with $g(x)=e^{-x^4/4-bx^2/2}$ and $q$ a real polynomial. The value $p=0$ gives even states and $p=1$ odd ones. Since $V$ contains $p$, the two parities belong to different potentials.

```lean
/-- The envelope `exp(-x⁴/4 - bx²/2)`. -/
def envelope (b x : ℝ) : ℝ := Real.exp (-x ^ 4 / 4 - b * x ^ 2 / 2)

/-- The trial function `x^p q(x²) exp(-x⁴/4 - bx²/2)`. -/
def ansatz (p : ℕ) (b : ℝ) (q : ℝ[X]) (x : ℝ) : ℝ :=
  x ^ p * q.eval (x ^ 2) * envelope b x
```

A level $E$ requires a nonzero $q$ of degree at most $j$. Without `q ≠ 0`, every $E$ would qualify.

```lean
/-- `E` is the energy of a solution of ansatz form with `q` nonzero of degree at most `j`. -/
def IsAlgebraicLevel (j p : ℕ) (b E : ℝ) : Prop :=
  ∃ q : ℝ[X], q ≠ 0 ∧ q.natDegree ≤ j ∧
    ∀ x, hamiltonian j p b (ansatz p b q) x = E * ansatz p b q x
```

## From the Schrödinger equation to a polynomial equation

Write $\psi=Pg$ with $P=x^pq(x^2)$. Since $g'=-(x^3+bx)g$, differentiating twice gives
$$H\psi=\big[-P''+2(x^3+bx)P'+(b-(4j+2p)x^2)P\big]g .$$
Set $t=x^2$. For $p\in\{0,1\}$ the term $p(p-1)x^{p-2}q$ in $P''$ vanishes, so
$$P''=x^p\big(4tq''+(2+4p)q'\big),\qquad 2(x^3+bx)P'=x^p\big(4t(t+b)q'+2p(t+b)q\big).$$
The bracket is therefore $x^p(Lq)(x^2)$, where
$$Lq=-4tq''-(2+4p)q'+4t(t+b)q'+(b(2p+1)-4jt)q .$$

```lean
/-- The operator `-4t q'' - (2+4p) q' + 4t(t+b) q' + (b(2p+1) - 4jt) q` in `t = x²`. -/
def reducedOp (j p : ℕ) (b : ℝ) (q : ℝ[X]) : ℝ[X] :=
  C (-4) * (X * derivative (derivative q)) + C (-(2 + 4 * (p : ℝ))) * derivative q
    + C 4 * (X * (X * derivative q)) + C (4 * b) * (X * derivative q)
    + C (b * (2 * p + 1)) * q + C (-4 * (j : ℝ)) * (X * q)
```

On a power of $t$,
$$Lt^k=-2k(2k-1+2p)\,t^{k-1}+b(4k+2p+1)\,t^k+4(k-j)\,t^{k+1}.$$
Let $h_{ik}$, in Lean `hopping j p b i k`, be the coefficient of $t^i$ in $Lt^k$.

```lean
/-- The matrix element of the reduced operator from `t^k` to `t^i`. -/
def hopping (j p : ℕ) (b : ℝ) (i k : ℕ) : ℝ :=
  (if k = i + 1 then -((2 * (i : ℝ) + 2) * (2 * i + 1 + 2 * p)) else 0)
    + (if k = i then b * (4 * i + 2 * p + 1) else 0)
    + (if k + 1 = i then 4 * ((k : ℝ) - j) else 0)
```

This matrix is not symmetric, so $t^k$ is rescaled by $s_k=\sqrt{w_k}$, with $w_k=(2k+p)!\,(j-k)!/4^k$. The rescaled matrix is $S_{ik}=s_ih_{ik}/s_k$, for $0\le i,k\le j$.

```lean
/-- The scale `√((2k+p)! (j-k)! / 4^k)` of the power `t^k`, for `k ≤ j`. -/
def scale (j p k : ℕ) : ℝ :=
  √(((2 * k + p).factorial * (j - k).factorial : ℝ) / 4 ^ k)

/-- The matrix of the reduced operator on the rescaled powers `1, t, …, t^j`. -/
def levelMatrix (j p : ℕ) (b : ℝ) : Matrix (Fin (j + 1)) (Fin (j + 1)) ℝ :=
  fun i k => scale j p i * hopping j p b i k / scale j p k
```

The first theorem checks the differentiation. Its local fact `d` is the rule $(Pg)'=(P'-(x^3+bx)P)g$, used twice; `ring` then finishes the cases $p=0$ and $p=1$.

```lean
/-- The Hamiltonian maps the ansatz of `q` to the ansatz of the reduced operator on `q`. -/
theorem hamiltonian_ansatz {j p : ℕ} (hp : p ≤ 1) (b : ℝ) (q : ℝ[X]) (x : ℝ) :
    hamiltonian j p b (ansatz p b q) x = ansatz p b (reducedOp j p b q) x := by
  have e : ansatz p b q = fun y => (X ^ p * q.comp (X ^ 2)).eval y * envelope b y := by
    funext y
    simp [ansatz]
  -- differentiation keeps the form polynomial times envelope
  have d (P : ℝ[X]) : deriv (fun y => P.eval y * envelope b y) = fun y =>
      (derivative P - (X ^ 3 + C b * X) * P).eval y * envelope b y := by
    funext x
    have h : HasDerivAt (fun y : ℝ => -y ^ 4 / 4 - b * y ^ 2 / 2) (-(x ^ 3 + b * x)) x :=
      (((hasDerivAt_pow 4 x).fun_neg.div_const 4).fun_sub
        (((hasDerivAt_pow 2 x).const_mul b).div_const 2)).congr_deriv (by norm_num; ring)
    have e : HasDerivAt (envelope b) (envelope b x * -(x ^ 3 + b * x)) x := h.exp
    refine (((P.hasDerivAt x).fun_mul e).congr_deriv ?_).deriv
    simp only [eval_sub, eval_mul, eval_add, eval_pow, eval_X, eval_C]
    ring
  unfold hamiltonian
  rw [e, d, d]
  obtain rfl | rfl : p = 0 ∨ p = 1 := by omega
  all_goals
    simp only [ansatz, reducedOp, potential, derivative_mul, derivative_sub, derivative_add,
      derivative_X_pow, derivative_X, derivative_C, derivative_comp,
      eval_mul, eval_add, eval_sub, eval_pow, eval_X, eval_C, eval_comp, eval_one, eval_zero]
    push_cast
    ring
```

Hence $H\psi=E\psi$ for all $x$ exactly when $Lq=Eq$. For the forward direction, put $x=\sqrt t$ with $t>0$ and cancel the nonzero factor $x^pg(x)$. The two polynomials agree at infinitely many points, so they are equal.

```lean
/-- The Schrödinger equation for the ansatz is the eigenvalue equation of the reduced operator. -/
theorem stationary_iff {j p : ℕ} (hp : p ≤ 1) {b E : ℝ} {q : ℝ[X]} :
    (∀ x, hamiltonian j p b (ansatz p b q) x = E * ansatz p b q x) ↔
      reducedOp j p b q = C E * q := by
  constructor
  · intro h
    -- the two polynomials agree at every t = x² > 0
    refine eq_of_infinite_eval_eq _ _ ((Set.Ioi_infinite (0 : ℝ)).mono fun t ht => ?_)
    have ht' : 0 < t := ht
    have h1 := h (√t)
    rw [hamiltonian_ansatz hp] at h1
    simp only [ansatz, Real.sq_sqrt ht'.le] at h1
    have hs : √t ^ p * envelope b (√t) ≠ 0 :=
      mul_ne_zero (pow_ne_zero _ (Real.sqrt_pos.2 ht').ne') (Real.exp_pos _).ne'
    change eval t _ = eval t _
    rw [eval_mul, eval_C]
    apply mul_left_cancel₀ hs
    linear_combination h1
  · intro h x
    rw [hamiltonian_ansatz hp, h]
    simp only [ansatz, eval_mul, eval_C]
    ring
```

For $q$ of degree at most $j$, comparing coefficients gives $(Lq)_i=\sum_{k=0}^{j}h_{ik}q_k$ for every $i$, including $i>j$.

```lean
/-- On polynomials of degree at most `j` the reduced operator acts through `hopping`. -/
theorem coeff_reducedOp {j p : ℕ} {b : ℝ} {q : ℝ[X]} (hq : q.natDegree ≤ j) (i : ℕ) :
    (reducedOp j p b q).coeff i =
      ∑ k ∈ Finset.range (j + 1), hopping j p b i k * q.coeff k := by
  have hX (r : ℝ[X]) (n : ℕ) : (X * derivative r).coeff n = n * r.coeff n := by
    cases n with
    | zero => simp
    | succ n => rw [coeff_X_mul, coeff_derivative]; push_cast; ring
  have hif (n : ℕ) (a : ℝ) :
      (if n < j + 1 then a * q.coeff n else 0) = a * q.coeff n := by
    split_ifs with h
    · rfl
    · rw [coeff_eq_zero_of_natDegree_lt (by omega), mul_zero]
  cases i <;>
    simp only [reducedOp, hopping, coeff_add, coeff_C_mul, hX, coeff_X_mul_zero, coeff_X_mul,
      coeff_derivative, add_mul, ite_mul, zero_mul, Finset.sum_add_distrib,
      Finset.sum_ite_eq', Finset.mem_range, hif, add_left_inj, Nat.add_eq_zero_iff,
      one_ne_zero, and_false, if_false, Finset.sum_const_zero] <;>
    push_cast <;> ring
```

## A symmetric tridiagonal matrix

The scales are nonzero, so rescaling is reversible.

```lean
/-- The scale of a power of `t` never vanishes. -/
theorem scale_ne_zero (j p k : ℕ) : scale j p k ≠ 0 :=
  (Real.sqrt_pos.2 (by positivity)).ne'
```

Symmetry of $S$ means $w_ih_{ik}=w_kh_{ki}$. Only neighbours need work: for $i<j$,
$$\frac{w_{i+1}}{w_i}\,h_{i+1,i}=\frac{(2i+p+2)(2i+p+1)}{4(j-i)}\cdot\big(-4(j-i)\big)=-(2i+p+2)(2i+p+1).$$
For $p=0$ and for $p=1$ this equals $h_{i,i+1}=-(2i+2)(2i+1+2p)$. The lemma expands the factorials in `step` and then treats the other index pairs.

```lean
/-- The squared scales symmetrise the matrix elements between powers up to `t^j`. -/
theorem hopping_symm {j p : ℕ} (hp : p ≤ 1) (b : ℝ) {i k : ℕ} (hi : i ≤ j) (hk : k ≤ j) :
    scale j p i ^ 2 * hopping j p b i k = scale j p k ^ 2 * hopping j p b k i := by
  have step (i : ℕ) (h : i < j) : scale j p i ^ 2 * hopping j p b i (i + 1) =
      scale j p (i + 1) ^ 2 * hopping j p b (i + 1) i := by
    have hw (k : ℕ) : scale j p k ^ 2 =
        ((2 * k + p).factorial * (j - k).factorial : ℝ) / 4 ^ k := Real.sq_sqrt (by positivity)
    have up : hopping j p b i (i + 1) = -((2 * (i : ℝ) + 2) * (2 * i + 1 + 2 * p)) := by
      simp [hopping, show ¬i + 1 + 1 = i by omega]
    have down : hopping j p b (i + 1) i = 4 * ((i : ℝ) - j) := by
      simp [hopping, show ¬i = i + 1 + 1 by omega]
    rw [hw, hw, up, down]
    obtain ⟨m, hm⟩ := Nat.exists_eq_add_of_lt h
    rw [show j - i = m + 1 by omega, show j - (i + 1) = m by omega, hm,
      show 2 * (i + 1) + p = 2 * i + p + 1 + 1 by ring, Nat.factorial_succ (2 * i + p + 1),
      Nat.factorial_succ (2 * i + p), Nat.factorial_succ m, pow_succ]
    obtain rfl | rfl : p = 0 ∨ p = 1 := by omega
    all_goals
      push_cast
      ring
  obtain h | h | h | h : k = i ∨ k = i + 1 ∨ i = k + 1 ∨
      (k ≠ i ∧ k ≠ i + 1 ∧ i ≠ k + 1) := by omega
  · rw [h]
  · rw [h]; exact step i (by omega)
  · rw [h]; exact (step k (by omega)).symm
  · simp [hopping, h.1, h.1.symm, h.2.1, h.2.1.symm, h.2.2, h.2.2.symm]
```

Now let $S$ be any real symmetric tridiagonal matrix of size $j+1$ with nonzero neighbouring elements. If $Sv=Ev$ and $v_0=\dots=v_n=0$, row $n$ reads $S_{n,n+1}v_{n+1}=0$, so $v_{n+1}=0$. By induction, $v_0=0$ forces $v=0$; this is `seed`.

The spectral theorem supplies $j+1$ orthonormal eigenvectors. Suppose two of them, $u$ and $v$, share an eigenvalue. Then $v_0u-u_0v$ has zero first component, so it vanishes. Its inner product with $u$ gives $v_0=0$, hence $v=0$, a contradiction. All $j+1$ eigenvalues are distinct.

```lean
/-- A real symmetric tridiagonal matrix of size `j+1` whose neighbouring sites are all coupled
has exactly `j+1` distinct real eigenvalues. -/
theorem jacobi_ncard {j : ℕ} {S : Matrix (Fin (j + 1)) (Fin (j + 1)) ℝ} (hS : S.IsHermitian)
    (far : ∀ i k : Fin (j + 1), i.1 + 1 < k.1 → S i k = 0)
    (near : ∀ i k : Fin (j + 1), i.1 + 1 = k.1 → S i k ≠ 0) :
    {E : ℝ | ∃ v, v ≠ 0 ∧ S *ᵥ v = E • v}.ncard = j + 1 := by
  -- a solution of `S v = E v` whose first component is zero vanishes
  have seed (E : ℝ) (v : Fin (j + 1) → ℝ) (hv : S *ᵥ v = E • v) (h0 : v 0 = 0) : v = 0 := by
    have key : ∀ m (h : m < j + 1), v ⟨m, h⟩ = 0 := by
      intro m
      induction m using Nat.strong_induction_on with
      | _ m ih =>
        intro h
        rcases m with _ | n
        · exact h0
        · have hn : n < j + 1 := by omega
          have row : ∑ k, S ⟨n, hn⟩ k * v k = E * v ⟨n, hn⟩ := congrFun hv ⟨n, hn⟩
          rw [ih n (by omega) hn, mul_zero, Finset.sum_eq_single ⟨n + 1, h⟩] at row
          · exact (mul_eq_zero.1 row).resolve_left (near _ _ rfl)
          · intro k _ hk
            have hk' : k.1 ≠ n + 1 := fun e => hk (Fin.ext e)
            rcases lt_or_gt_of_ne hk' with hl | hg
            · rw [show v k = 0 from ih k.1 hl k.2, mul_zero]
            · rw [far ⟨n, hn⟩ k hg, zero_mul]
          · simp
    exact funext fun k => key k.1 k.2
  obtain ⟨B, l, eig, spec⟩ : ∃ (B : OrthonormalBasis (Fin (j + 1)) ℝ
      (EuclideanSpace ℝ (Fin (j + 1)))) (l : Fin (j + 1) → ℝ),
      (∀ i, S *ᵥ (B i).ofLp = l i • (B i).ofLp) ∧ spectrum ℝ S = Set.range l :=
    ⟨hS.eigenvectorBasis, hS.eigenvalues, hS.mulVec_eigenvectorBasis,
      hS.spectrum_real_eq_range_eigenvalues⟩
  have ne (i) : (B i).ofLp ≠ 0 := fun h =>
    B.orthonormal.ne_zero i (WithLp.ofLp_injective 2 h)
  have inj : Function.Injective l := by
    intro i k hik
    by_contra hne
    -- this combination has first component zero, so it vanishes
    have hz : (B k).ofLp 0 • B i - (B i).ofLp 0 • B k = 0 := by
      apply WithLp.ofLp_injective 2
      refine seed (l k) _ ?_ ?_
      · rw [WithLp.ofLp_sub, WithLp.ofLp_smul, WithLp.ofLp_smul, Matrix.mulVec_sub,
          Matrix.mulVec_smul, Matrix.mulVec_smul, eig i, eig k, hik]
        module
      · simp only [WithLp.ofLp_sub, WithLp.ofLp_smul, Pi.sub_apply, Pi.smul_apply, smul_eq_mul]
        ring
    have hin : inner ℝ (B i) (B k) = 0 := B.orthonormal.2 hne
    have h1 := congrArg (fun z => inner ℝ (B i) z) hz
    simp only [inner_sub_right, inner_smul_right, inner_zero_right, hin,
      real_inner_self_eq_norm_sq, B.orthonormal.1 i] at h1
    exact ne k (seed _ _ (eig k) (by linarith))
  have hset : {E : ℝ | ∃ v, v ≠ 0 ∧ S *ᵥ v = E • v} = Set.range l := by
    ext E
    constructor
    · rintro ⟨v, hv, h⟩
      rw [← spec, spectrum.mem_iff]
      rintro ⟨U, hU⟩
      have h0 : U.1 *ᵥ v = 0 := by
        rw [hU, Matrix.sub_mulVec, h, Algebra.algebraMap_eq_smul_one, Matrix.smul_mulVec,
          Matrix.one_mulVec, sub_self]
      apply hv
      rw [← Matrix.one_mulVec v, ← U.inv_mul, ← Matrix.mulVec_mulVec, h0, Matrix.mulVec_zero]
    · rintro ⟨i, rfl⟩
      exact ⟨_, ne i, eig i⟩
  rw [hset, ← Set.image_univ, Set.ncard_image_of_injective _ inj, Set.ncard_univ,
    Nat.card_eq_fintype_card, Fintype.card_fin]
```

The levels are the eigenvalues of `levelMatrix`, through $v_k=s_kq_k$. In the direction from $v$ to $q$, the coefficients of $Lq$ above degree $j$ must vanish, and they do because $h_{j+1,j}=4(j-j)=0$.

```lean
/-- The algebraic levels are the eigenvalues of the level matrix. -/
theorem isAlgebraicLevel_iff {j p : ℕ} (hp : p ≤ 1) {b E : ℝ} :
    IsAlgebraicLevel j p b E ↔ ∃ v, v ≠ 0 ∧ levelMatrix j p b *ᵥ v = E • v := by
  have row (q : ℝ[X]) (hq : q.natDegree ≤ j) (i : Fin (j + 1)) :
      (levelMatrix j p b *ᵥ fun k => scale j p k * q.coeff k) i =
        scale j p i * (reducedOp j p b q).coeff i := by
    rw [coeff_reducedOp hq, Finset.sum_range, Finset.mul_sum]
    simp only [Matrix.mulVec, dotProduct, levelMatrix]
    refine Finset.sum_congr rfl fun k _ => ?_
    have := scale_ne_zero j p k
    field_simp
  constructor
  · rintro ⟨q, hq, hdeg, h⟩
    rw [stationary_iff hp] at h
    refine ⟨fun k => scale j p k * q.coeff k, fun h0 => hq ?_, funext fun i => ?_⟩
    · ext n
      rw [coeff_zero]
      by_cases hn : n < j + 1
      · have h1 : scale j p n * q.coeff n = 0 := congrFun h0 ⟨n, hn⟩
        exact (mul_eq_zero.1 h1).resolve_left (scale_ne_zero j p n)
      · exact coeff_eq_zero_of_natDegree_lt (by omega)
    · rw [row q hdeg, h, coeff_C_mul]
      simp only [Pi.smul_apply, smul_eq_mul]
      ring
  · rintro ⟨v, hv, h⟩
    obtain ⟨q, hdeg, rfl⟩ : ∃ q : ℝ[X], q.natDegree ≤ j ∧
        v = fun k : Fin (j + 1) => scale j p k * q.coeff k := by
      refine ⟨∑ k : Fin (j + 1), C (v k / scale j p k) * X ^ (k : ℕ),
        natDegree_sum_le_of_forall_le _ _ fun k _ =>
          (natDegree_C_mul_X_pow_le _ _).trans (by omega), funext fun i => ?_⟩
      simp only [finsetSum_coeff, coeff_C_mul_X_pow, Fin.val_inj, Finset.sum_ite_eq,
        Finset.mem_univ, if_true]
      have := scale_ne_zero j p i
      field_simp
    refine ⟨q, ?_, hdeg, (stationary_iff hp).2 ?_⟩
    · rintro rfl
      exact hv (funext fun k => by simp)
    · ext n
      rw [coeff_C_mul]
      by_cases hn : n < j + 1
      · have r : scale j p n * (reducedOp j p b q).coeff n = E * (scale j p n * q.coeff n) :=
          (row q hdeg ⟨n, hn⟩).symm.trans (congrFun h ⟨n, hn⟩)
        apply mul_left_cancel₀ (scale_ne_zero j p n)
        linear_combination r
      · -- the element from t^j to t^(j+1) vanishes
        rw [coeff_reducedOp hdeg, coeff_eq_zero_of_natDegree_lt (by omega : q.natDegree < n),
          mul_zero]
        refine Finset.sum_eq_zero fun k hk => ?_
        rw [Finset.mem_range] at hk
        have h0 : hopping j p b n k = 0 := by
          simp only [hopping, show ¬k = n + 1 by omega, show ¬k = n by omega, if_false, zero_add]
          split_ifs with e
          · rw [show k = j by omega, sub_self, mul_zero]
          · rfl
        rw [h0, zero_mul]
```

## The count

The final theorem says that, for `p ≤ 1` and every real `b`, the set of levels has `ncard` equal to $j+1$. As `ncard` is zero for infinite sets, this positive value also makes the set finite. The proof hands `jacobi_ncard` the symmetry, the vanishing distant elements and the nonzero neighbouring ones.

The factor $e^{-x^4/4}$ makes these solutions square-integrable for every real $b$, so they are bound states; this fact is not formalised here. For this one-particle, one-dimensional potential with its tuned coefficient, a finite matrix thus yields reference energies against which a grid or basis-set solver can be compared.

```lean
/-- For `p ∈ {0, 1}` and real `b`, exactly `j+1` distinct real energies belong to solutions
`x^p q(x²) exp(-x⁴/4 - bx²/2)` with `q` a nonzero real polynomial of degree at most `j`. -/
theorem ncard_algebraicLevels {j p : ℕ} (hp : p ≤ 1) (b : ℝ) :
    {E : ℝ | IsAlgebraicLevel j p b E}.ncard = j + 1 := by
  simp only [isAlgebraicLevel_iff hp]
  have hs := scale_ne_zero j p
  apply jacobi_ncard
  · ext i k
    rw [Matrix.conjTranspose_apply, star_trivial]
    simp only [levelMatrix]
    rw [div_eq_div_iff (hs i) (hs k)]
    have h := hopping_symm hp b (Nat.lt_succ_iff.1 i.2) (Nat.lt_succ_iff.1 k.2)
    linear_combination -h
  · intro i k h
    have h0 : hopping j p b i k = 0 := by
      simp only [hopping, show ¬k.1 = i.1 + 1 by omega, show ¬k.1 = i.1 by omega,
        show ¬k.1 + 1 = i.1 by omega, if_false, add_zero]
    simp only [levelMatrix, h0, mul_zero, zero_div]
  · intro i k h
    have h0 : hopping j p b i k = -((2 * (i.1 : ℝ) + 2) * (2 * i.1 + 1 + 2 * p)) := by
      rw [← h]
      simp [hopping, show ¬i.1 + 1 + 1 = i.1 by omega]
    simp only [levelMatrix, h0]
    exact div_ne_zero (mul_ne_zero (hs i) (neg_ne_zero.2 (by positivity))) (hs k)

end

end SexticOscillator
```

```lean
#print axioms SexticOscillator.ncard_algebraicLevels
-- 'SexticOscillator.ncard_algebraicLevels' depends on axioms: [propext, Classical.choice, Quot.sound]
```
